# Slope of the force constant at zero exchange fraction, bond relaxation included: X'' − E'''X'/E''

## Why does X' appear if the bond sits at a minimum?

I add a fraction a of an exchange correction X(r) to the energy curve E(r) of a diatomic molecule, and reoptimise the bond length for each a. I am told that the force constant then has the slope X'' − E'''X'/E'' at a = 0. But the force constant is E'' + aX'', which looks linear in a with slope X''. Besides, a small change of geometry has no first-order effect at a minimum. So where does the second term come from?

## The minimum protects the energy, not its curvature

The formula is right when E and X are three times continuously differentiable, the bond length R(a) is differentiable at a = 0 and stationary for all a near 0, and E'' is nonzero at R(0). The slope X'' is what you get at a frozen bond length. The other term comes from the bond moving along an anharmonic curve. Stationarity removes the first-order effect of that motion on the energy, because the effect is proportional to the first derivative of the energy. The effect on the second derivative is proportional to the third, which need not vanish.

In a hybrid functional with a single mixing fraction, X is the exact-exchange energy minus the semilocal exchange energy that it replaces. To derive the formula at any fraction a₀, write the hybrid energy as

H_a(r) = E(r) + a X(r).

Primes on E, X and H are derivatives in r, R' is the derivative of R in a, and a superscript (n) marks the n-th derivative in r. For n up to 3,

H_a⁽ⁿ⁾(r) = E⁽ⁿ⁾(r) + a X⁽ⁿ⁾(r).

Now let r follow R(a). For n = 0, 1, 2 the chain and product rules give, at a = a₀,

d/da [H_a⁽ⁿ⁾(R(a))] = E⁽ⁿ⁺¹⁾ R' + X⁽ⁿ⁾ + a₀ X⁽ⁿ⁺¹⁾ R' = X⁽ⁿ⁾ + H⁽ⁿ⁺¹⁾ R',

where the right-hand side is evaluated at R(a₀) and H means H_a₀. For n = 0 the last term is H'R' = 0, which is the protection you had in mind.

For n = 1 the left-hand side is the derivative of a function that is zero near a₀. With k = H''(R(a₀)), assumed nonzero, this reads

0 = X' + k R', so R' = −X'/k.

For n = 2 the left-hand side is the slope of the force constant:

dk/da = X'' + H''' R' = X'' − H''' X'/k.

At a₀ = 0 we have H = E and k = E'', which gives your formula. If k and the reduced mass μ are positive, the harmonic angular frequency ω = √(k/μ) changes at the rate

dω/da = (1/(2ω)) · (1/μ) · dk/da = (dk/da)/(2μω).

An example isolates the second term. Let r be the displacement from a reference bond length, and take E = r²/2 + r³/6 and X = r, so that X'' = 0. Stationarity reads r + r²/2 + a = 0, and the branch through r = 0 is R(a) = √(1 − 2a) − 1. The force constant there is 1 + R(a) = √(1 − 2a), with slope −1 at a = 0. The whole shift comes from the bond-length change. The sign of the cubic term is chosen for simple algebra: here the bond softens as it shortens, whereas in a typical bond E''' is negative at the minimum and shortening stiffens it.

The same curves show what fails if stationarity holds only at a = 0. Keep R(a) = 0 for every a. This bond length is stationary at a = 0 and differentiable, but the force constant stays at 1. Its slope is 0, whereas the formula gives −1. When E''' is nonzero at R(0), as here, the formula holds only if the force along R(a) has zero derivative in a at a = 0; a force that vanishes at all nearby fractions guarantees this.

Another error is to start from a hybrid with a nonzero fraction, say a₀ = 0.25, and still insert E''' and E''. The correct quantities are those of the hybrid at a₀, namely E''' + a₀X''' and E'' + a₀X'', taken at the bond length R(a₀).

In the Lean file, `hybridEnergy E X a r` is H_a(r), and `forceConstant E X a r` is its second derivative in r, written with `iteratedDeriv 2`. The hypotheses of the response theorems translate as follows:

- `ContDiff ℝ 3 E` and `ContDiff ℝ 3 X` say that both curves are three times continuously differentiable on the whole real line. A real molecular curve diverges as the nuclei meet, so it has to be replaced by a smooth continuation far from the bond length of interest.
- `DifferentiableAt ℝ R a₀` says that the bond length has a derivative with respect to the exchange fraction at a₀. This is assumed, not derived.
- `hs`, with `∀ᶠ a in 𝓝 a₀`, says that the force vanishes at R(a) for all a in some neighbourhood of a₀. At a₀ = 0 this includes small negative fractions.
- `hk` says that the force constant is nonzero at a₀. A minimum with positive curvature is a special case; only `frequency_response` requires positivity.

The conclusion `HasDerivAt f f' a₀` means that f is differentiable at a₀ with derivative f'. The theorem for your question is `forceConstant_response_zero`, which writes out the stationarity condition and the force constant in terms of E and X.

The model has a single bond coordinate and a harmonic frequency, and its curves E and X do not depend on a. In a self-consistent hybrid calculation the orbitals relax as a changes, so the energy at fixed r is generally not linear in a. Within the fixed-curve model, the formula splits the slope of the force constant at a = 0 into a direct part, X'', and a geometry part, −E'''X'/E''.

```lean
import Mathlib

open Filter Topology

namespace HybridFrequencyShift

noncomputable section

/-- Energy curve of a hybrid functional: the base energy `E` plus the fraction `a` of the
exchange correction `X`, at bond length `r`. -/
def hybridEnergy (E X : ℝ → ℝ) (a r : ℝ) : ℝ := E r + a * X r

/-- Force constant: the second derivative of the hybrid energy with respect to bond length. -/
def forceConstant (E X : ℝ → ℝ) (a r : ℝ) : ℝ := iteratedDeriv 2 (hybridEnergy E X a) r

/-- Harmonic angular frequency `√(k/μ)` for reduced mass `μ > 0` and force constant `k ≥ 0`. -/
def frequency (μ : ℝ) (E X : ℝ → ℝ) (a r : ℝ) : ℝ := √(forceConstant E X a r / μ)

variable {E X R : ℝ → ℝ} {a₀ : ℝ}

/-- For a C³ energy curve, each derivative of order below three is differentiable, and its
derivative is the next one. -/
theorem hasDerivAt_iteratedDeriv {f : ℝ → ℝ} (hf : ContDiff ℝ 3 f) {n : ℕ} (hn : n < 3)
    (r : ℝ) : HasDerivAt (iteratedDeriv n f) (iteratedDeriv (n + 1) f r) r := by
  rw [iteratedDeriv_succ]
  exact (hf.differentiable_iteratedDeriv n (by exact_mod_cast hn) r).hasDerivAt

/-- For C³ curves `E` and `X`, the bond-length derivatives of the hybrid energy up to third
order are those of `E` plus `a` times those of `X`. -/
theorem iteratedDeriv_hybridEnergy (hE : ContDiff ℝ 3 E) (hX : ContDiff ℝ 3 X) {n : ℕ}
    (hn : n ≤ 3) (a r : ℝ) :
    iteratedDeriv n (hybridEnergy E X a) r = iteratedDeriv n E r + a * iteratedDeriv n X r := by
  induction n generalizing r with
  | zero => simp [hybridEnergy]
  | succ n ih =>
    have hfun : iteratedDeriv n (hybridEnergy E X a) =
        fun s => iteratedDeriv n E s + a * iteratedDeriv n X s :=
      funext fun s => ih (by omega) s
    rw [iteratedDeriv_succ, hfun]
    exact ((hasDerivAt_iteratedDeriv hE (by omega) r).fun_add
      ((hasDerivAt_iteratedDeriv hX (by omega) r).const_mul a)).deriv

/-- Let `E` and `X` be C³ and let the bond length `R(a)` have derivative `R'` at `a₀`. The total
derivative of the `n`-th energy derivative (`n < 3`) is an explicit part from `X` plus a part
from the moving bond length. -/
theorem hasDerivAt_along_path (hE : ContDiff ℝ 3 E) (hX : ContDiff ℝ 3 X) {n : ℕ}
    (hn : n < 3) {R' : ℝ} (hR : HasDerivAt R R' a₀) :
    HasDerivAt (fun a => iteratedDeriv n (hybridEnergy E X a) (R a))
      (iteratedDeriv n X (R a₀) +
        iteratedDeriv (n + 1) (hybridEnergy E X a₀) (R a₀) * R') a₀ := by
  have hE' : HasDerivAt (fun a => iteratedDeriv n E (R a))
      (iteratedDeriv (n + 1) E (R a₀) * R') a₀ :=
    (hasDerivAt_iteratedDeriv hE hn (R a₀)).comp a₀ hR
  have hX' : HasDerivAt (fun a => iteratedDeriv n X (R a))
      (iteratedDeriv (n + 1) X (R a₀) * R') a₀ :=
    (hasDerivAt_iteratedDeriv hX hn (R a₀)).comp a₀ hR
  have hfun : (fun a => iteratedDeriv n (hybridEnergy E X a) (R a)) =
      fun a => iteratedDeriv n E (R a) + a * iteratedDeriv n X (R a) :=
    funext fun a => iteratedDeriv_hybridEnergy hE hX hn.le a (R a)
  rw [hfun, iteratedDeriv_hybridEnergy (n := n + 1) hE hX (by omega) a₀ (R a₀)]
  refine (hE'.fun_add ((hasDerivAt_id' a₀).fun_mul hX')).congr_deriv ?_
  ring

/-- Bond-length response: for C³ curves, let the bond length `R(a)` be differentiable at `a₀` and
stationary for all `a` near `a₀`, with nonzero force constant `k` at `a₀`. Then its derivative at
`a₀` is `-X'/k`. -/
theorem bondLength_response (hE : ContDiff ℝ 3 E) (hX : ContDiff ℝ 3 X)
    (hR : DifferentiableAt ℝ R a₀)
    (hs : ∀ᶠ a in 𝓝 a₀, deriv (hybridEnergy E X a) (R a) = 0)
    (hk : forceConstant E X a₀ (R a₀) ≠ 0) :
    HasDerivAt R (-deriv X (R a₀) / forceConstant E X a₀ (R a₀)) a₀ := by
  have h := hasDerivAt_along_path hE hX (n := 1) (by norm_num) hR.hasDerivAt
  -- the force vanishes along the whole path, so its total derivative is zero
  have h0 : HasDerivAt (fun a => iteratedDeriv 1 (hybridEnergy E X a) (R a)) 0 a₀ := by
    refine (hasDerivAt_const a₀ (0 : ℝ)).congr_of_eventuallyEq ?_
    filter_upwards [hs] with a ha
    simpa only [iteratedDeriv_one] using ha
  have e : deriv X (R a₀) + forceConstant E X a₀ (R a₀) * deriv R a₀ = 0 := by
    have h1 := h.unique h0
    rw [iteratedDeriv_one] at h1
    exact h1
  refine hR.hasDerivAt.congr_deriv ?_
  rw [eq_div_iff hk]
  linear_combination e

/-- Force-constant response at any exchange fraction `a₀`: for C³ curves and a bond length
differentiable at `a₀` and stationary for all `a` near `a₀`, with force constant `k` nonzero at
`a₀`, the derivative of `k` at `a₀` is `X'' - H''' X' / k`, where `H` is the hybrid energy at `a₀`.
-/
theorem forceConstant_response (hE : ContDiff ℝ 3 E) (hX : ContDiff ℝ 3 X)
    (hR : DifferentiableAt ℝ R a₀)
    (hs : ∀ᶠ a in 𝓝 a₀, deriv (hybridEnergy E X a) (R a) = 0)
    (hk : forceConstant E X a₀ (R a₀) ≠ 0) :
    HasDerivAt (fun a => forceConstant E X a (R a))
      (iteratedDeriv 2 X (R a₀) - iteratedDeriv 3 (hybridEnergy E X a₀) (R a₀) *
        deriv X (R a₀) / forceConstant E X a₀ (R a₀)) a₀ := by
  have h : HasDerivAt (fun a => forceConstant E X a (R a))
      (iteratedDeriv 2 X (R a₀) + iteratedDeriv 3 (hybridEnergy E X a₀) (R a₀) *
        (-deriv X (R a₀) / forceConstant E X a₀ (R a₀))) a₀ :=
    hasDerivAt_along_path hE hX (n := 2) (by norm_num) (bondLength_response hE hX hR hs hk)
  refine h.congr_deriv ?_
  ring

/-- Switching on exchange from `a = 0`: for C³ curves and a bond length `R(a)` differentiable at `0`
and stationary for all `a` near `0`, with `E'' ≠ 0` at `R(0)`, the force constant `E'' + a X''`
along `R(a)` has derivative `X'' - E''' X' / E''` at `a = 0`, evaluated at `R(0)`. -/
theorem forceConstant_response_zero (hE : ContDiff ℝ 3 E) (hX : ContDiff ℝ 3 X)
    (hR : DifferentiableAt ℝ R 0)
    (hs : ∀ᶠ a in 𝓝 (0 : ℝ), deriv E (R a) + a * deriv X (R a) = 0)
    (hk : iteratedDeriv 2 E (R 0) ≠ 0) :
    HasDerivAt (fun a => iteratedDeriv 2 E (R a) + a * iteratedDeriv 2 X (R a))
      (iteratedDeriv 2 X (R 0) -
        iteratedDeriv 3 E (R 0) * deriv X (R 0) / iteratedDeriv 2 E (R 0)) 0 := by
  have H0 : hybridEnergy E X 0 = E := by
    funext r
    simp [hybridEnergy]
  have hs' : ∀ᶠ a in 𝓝 (0 : ℝ), deriv (hybridEnergy E X a) (R a) = 0 := by
    filter_upwards [hs] with a ha
    have h1 := iteratedDeriv_hybridEnergy hE hX (n := 1) (by norm_num) a (R a)
    simp only [iteratedDeriv_one] at h1
    rw [h1]
    exact ha
  have h := forceConstant_response hE hX hR hs' (by rw [forceConstant, H0]; exact hk)
  simp only [forceConstant, H0] at h
  exact h.congr_of_eventuallyEq (Eventually.of_forall fun a =>
    (iteratedDeriv_hybridEnergy hE hX (n := 2) (by norm_num) a (R a)).symm)

/-- Frequency response: for C³ curves, a bond length differentiable at `a₀` and stationary for all
`a` near `a₀`, force constant `k` positive at `a₀` and positive reduced mass `μ`, the derivative of
the harmonic angular frequency `ω` at `a₀` is `(X'' - H''' X' / k) / (2 μ ω)`, where `H` is the
hybrid energy at `a₀`. -/
theorem frequency_response (hE : ContDiff ℝ 3 E) (hX : ContDiff ℝ 3 X)
    (hR : DifferentiableAt ℝ R a₀)
    (hs : ∀ᶠ a in 𝓝 a₀, deriv (hybridEnergy E X a) (R a) = 0)
    (hk : 0 < forceConstant E X a₀ (R a₀)) {μ : ℝ} (hμ : 0 < μ) :
    HasDerivAt (fun a => frequency μ E X a (R a))
      ((iteratedDeriv 2 X (R a₀) - iteratedDeriv 3 (hybridEnergy E X a₀) (R a₀) *
        deriv X (R a₀) / forceConstant E X a₀ (R a₀)) /
          (2 * μ * frequency μ E X a₀ (R a₀))) a₀ := by
  have h := ((forceConstant_response hE hX hR hs hk.ne').div_const μ).sqrt (div_pos hk hμ).ne'
  refine h.congr_deriv ?_
  simp only [frequency]
  rw [div_div]
  congr 1
  ring

/-- An anharmonic energy curve in the displacement `r` from a reference bond length. -/
def cubicBond (r : ℝ) : ℝ := r ^ 2 / 2 + r ^ 3 / 6

/-- For the cubic bond with `X(r) = r`, the displacement `√(1 - 2a) - 1` is stationary for
`a ≤ 1/2` and the force constant there has slope `-1` at `a = 0`, although `X'' = 0`. -/
theorem cubicBond_witness :
    (∀ a : ℝ, a ≤ 1 / 2 →
      deriv (hybridEnergy cubicBond (fun r => r) a) (√(1 - 2 * a) - 1) = 0) ∧
    (∀ r : ℝ, iteratedDeriv 2 (fun s : ℝ => s) r = 0) ∧
    HasDerivAt (fun a => forceConstant cubicBond (fun r => r) a (√(1 - 2 * a) - 1)) (-1) 0 := by
  have h1 : ∀ a : ℝ, deriv (hybridEnergy cubicBond (fun r => r) a) =
      fun r => r + r ^ 2 / 2 + a := by
    intro a
    funext r
    have h : HasDerivAt (hybridEnergy cubicBond (fun r => r) a) (r + r ^ 2 / 2 + a) r := by
      refine (((((hasDerivAt_id' r).fun_pow 2).div_const 2).fun_add
        (((hasDerivAt_id' r).fun_pow 3).div_const 6)).fun_add
        ((hasDerivAt_id' r).const_mul a)).congr_deriv ?_
      norm_num
      ring
    exact h.deriv
  have h2 : ∀ a r : ℝ, forceConstant cubicBond (fun r => r) a r = 1 + r := by
    intro a r
    rw [forceConstant, iteratedDeriv_succ, iteratedDeriv_one, h1]
    have h : HasDerivAt (fun r : ℝ => r + r ^ 2 / 2 + a) (1 + r) r := by
      refine (((hasDerivAt_id' r).fun_add
        (((hasDerivAt_id' r).fun_pow 2).div_const 2)).add_const a).congr_deriv ?_
      norm_num
    exact h.deriv
  refine ⟨fun a ha => ?_, fun r => ?_, ?_⟩
  · rw [h1]
    have hsq : √(1 - 2 * a) ^ 2 = 1 - 2 * a := Real.sq_sqrt (by linarith)
    linear_combination hsq / 2
  · rw [iteratedDeriv_succ, iteratedDeriv_one]
    simp
  · -- along the stationary path the force constant is `√(1 - 2a)`
    have hfun : (fun a => forceConstant cubicBond (fun r => r) a (√(1 - 2 * a) - 1)) =
        fun a : ℝ => √(1 - 2 * a) := by
      funext a
      rw [h2]
      ring
    rw [hfun]
    refine ((((hasDerivAt_id' (0 : ℝ)).const_mul 2).const_sub 1).sqrt
      (by norm_num)).congr_deriv ?_
    norm_num

end

end HybridFrequencyShift
```

```lean
#print axioms HybridFrequencyShift.forceConstant_response_zero
-- 'HybridFrequencyShift.forceConstant_response_zero' depends on axioms: [propext, Classical.choice, Quot.sound]
#print axioms HybridFrequencyShift.frequency_response
-- 'HybridFrequencyShift.frequency_response' depends on axioms: [propext, Classical.choice, Quot.sound]
```

The proof takes the same route as the derivation. `hasDerivAt_iteratedDeriv` supplies the smoothness: below order three, each derivative of a C³ curve is differentiable, and its derivative is the next one. `iteratedDeriv_hybridEnergy` then shows by induction on n that the derivatives of H_a are linear in a.

`hasDerivAt_along_path` is the chain-and-product-rule formula. The two uses of `.comp` differentiate E⁽ⁿ⁾(R(a)) and X⁽ⁿ⁾(R(a)), `fun_mul` handles the explicit factor a, and `ring` collects the terms.

`bondLength_response` takes n = 1 and obtains two derivatives for the same function. One is the general expression, in `h`. The other is zero, in `h0`, because the function agrees with the constant 0 near a₀; this is where stationarity in a neighbourhood enters. Since a derivative is unique, `h.unique h0` equates them and yields X' + kR' = 0. The last two lines solve for R', using `hk` to divide by k.

`forceConstant_response` takes n = 2 and inserts that value of R'. For `forceConstant_response_zero`, the step `H0` identifies the hybrid energy at a = 0 with E, and the linearity lemma translates between H and the written-out sums. `frequency_response` divides by μ and differentiates the square root, which is allowed because k/μ is positive.

`cubicBond_witness` works out the example directly, without using the general formula. Its step `h1` computes the first derivative r + r²/2 + a, and `h2` computes the force constant 1 + r. The identity `hsq`, valid for a ≤ 1/2, confirms that the branch is stationary. Differentiating √(1 − 2a) at a = 0 then gives the slope −1.
